# For a C² energy obeying the charge-Q shift law, Born charges are field derivatives of forces and sum to Q times the identity

If the Born charges of a neutral molecule did not sum to zero, switching on a uniform field in some direction would push the molecule as a whole, and carrying it rigidly along some direction would change its dipole. The file below excludes this for every twice continuously differentiable energy that is unchanged by rigid shifts in every uniform field, and fixes the corresponding sum for a charged system whose energy obeys the shift law defined below.

```lean
import Mathlib

open Matrix

namespace BornEffectiveCharges

noncomputable section

/-- Vectors in three-dimensional space. -/
abbrev Vec := Fin 3 → ℝ

/-- The positions of all atoms together with a uniform electric field. -/
abbrev Config (ι : Type*) := (ι → Vec) × Vec

variable {ι : Type*} [Fintype ι] [DecidableEq ι]

/-- Unit displacement of atom `k` along axis `a`, at fixed field. -/
def move (k : ι) (a : Fin 3) : Config ι := (Pi.single k (Pi.single a 1), 0)

/-- Unit change of the field along axis `b`, at fixed positions. -/
def fieldDir (b : Fin 3) : Config ι := (0, Pi.single b 1)

/-- Displacement of all atoms by the same vector `t`, at fixed field. -/
def rigid (t : Vec) : Config ι := (fun _ => t, 0)

/-- The force on atom `k`: minus the derivative of the energy in its position. -/
def force (E : Config ι → ℝ) (k : ι) (x : Config ι) : Vec :=
  fun a => -fderiv ℝ E x (move k a)

/-- The dipole moment: minus the derivative of the energy in the field. -/
def dipole (E : Config ι → ℝ) (x : Config ι) : Vec :=
  fun b => -fderiv ℝ E x (fieldDir b)

/-- The Born charge matrix of atom `k`: entry `(a, b)` is the derivative of dipole
component `b` with respect to the displacement of the atom along `a`. -/
def bornCharge (E : Config ι → ℝ) (k : ι) (x : Config ι) : Matrix (Fin 3) (Fin 3) ℝ :=
  Matrix.of fun a b => fderiv ℝ (fun y => dipole E y b) x (move k a)

/-- The shift law for total charge `Q`: moving all atoms by `t` in the field `f`
changes the energy by `-Q t·f`. -/
def ShiftLaw (E : Config ι → ℝ) (Q : ℝ) : Prop :=
  ∀ (u : ι → Vec) (f t : Vec), E (fun k => u k + t, f) = E (u, f) - Q * (t ⬝ᵥ f)

omit [DecidableEq ι] in
/-- For a twice continuously differentiable energy, the derivative along `w` of minus the
slope along `v` is minus the second derivative of the energy along `w` and `v`. -/
theorem fderiv_neg_slope {E : Config ι → ℝ} (hE : ContDiff ℝ 2 E) (x v w : Config ι) :
    fderiv ℝ (fun y => -fderiv ℝ E y v) x w = -(fderiv ℝ (fderiv ℝ E) x w v) := by
  have hd : DifferentiableAt ℝ (fderiv ℝ E) x :=
    (hE.fderiv_right (m := 1) one_add_one_eq_two.le).differentiable (by norm_num) x
  have h : HasFDerivAt (fun y => -fderiv ℝ E y v)
      (-((ContinuousLinearMap.apply ℝ ℝ v).comp (fderiv ℝ (fderiv ℝ E) x))) x :=
    ((ContinuousLinearMap.apply ℝ ℝ v).hasFDerivAt.comp x hd.hasFDerivAt).neg
  rw [h.fderiv]
  rfl

/-- For a twice continuously differentiable energy, the field derivative of the force on
an atom equals the displacement derivative of the dipole, which is its Born charge. -/
theorem force_field_derivative {E : Config ι → ℝ} (hE : ContDiff ℝ 2 E)
    (k : ι) (x : Config ι) (a b : Fin 3) :
    fderiv ℝ (fun y => force E k y a) x (fieldDir b) = bornCharge E k x a b := by
  have hs : IsSymmSndFDerivAt ℝ E x := hE.contDiffAt.isSymmSndFDerivAt (by simp)
  have h1 := fderiv_neg_slope hE x (move k a) (fieldDir b)
  have h2 := fderiv_neg_slope hE x (fieldDir b) (move k a)
  -- the two mixed second derivatives agree
  exact h1.trans ((congrArg Neg.neg (hs (fieldDir b) (move k a))).trans h2.symm)

/-- The slope of the energy along a rigid shift `t` is minus the scalar product of `t`
with the total force. -/
theorem slope_rigid (E : Config ι → ℝ) (x : Config ι) (t : Vec) :
    fderiv ℝ E x (rigid t) = -(t ⬝ᵥ ∑ k, force E k x) := by
  have h : (rigid t : Config ι) = ∑ a, ∑ k, t a • move k a := by
    refine Prod.ext ?_ ?_
    · funext j c
      simp [rigid, move, Prod.fst_sum, Finset.sum_apply, Pi.single_apply]
    · simp [rigid, move, Prod.snd_sum]
  rw [h]
  simp only [map_sum, map_smul, dotProduct, Finset.sum_apply, force, smul_eq_mul,
    Finset.mul_sum, mul_neg, Finset.sum_neg_distrib, neg_neg]

omit [DecidableEq ι] in
/-- Along a straight path in configuration space, a differentiable energy changes at the
rate given by its slope in the direction of the path. -/
theorem hasDerivAt_path {E : Config ι → ℝ} (hE : Differentiable ℝ E)
    (x v : Config ι) (s : ℝ) :
    HasDerivAt (fun r : ℝ => E (x + r • v)) (fderiv ℝ E (x + s • v) v) s := by
  have h : HasDerivAt (fun r : ℝ => x + r • v) ((1 : ℝ) • v) s :=
    ((hasDerivAt_id' s).smul_const v).const_add x
  rw [one_smul] at h
  exact (hE _).hasFDerivAt.comp_hasDerivAt s h

/-- For a differentiable energy, the shift law with charge `Q` holds exactly when the
total force on the atoms is `Q` times the field in every configuration. -/
theorem shiftLaw_iff_total_force {E : Config ι → ℝ} (hE : Differentiable ℝ E) (Q : ℝ) :
    ShiftLaw E Q ↔ ∀ x : Config ι, ∑ k, force E k x = Q • x.2 := by
  have hadd : ∀ (x : Config ι) (t : Vec) (s : ℝ),
      x + s • rigid t = (fun k => x.1 k + s • t, x.2) := fun x t s =>
    Prod.ext (by funext k; simp [rigid]) (by simp [rigid])
  constructor
  · intro h x
    funext a
    -- differentiate the shift law along a unit shift in direction `a`
    have h1 := hasDerivAt_path hE x (rigid (Pi.single a 1)) 0
    have h2 : HasDerivAt (fun r : ℝ => E (x + r • rigid (Pi.single a 1)))
        (-(Q * x.2 a)) 0 := by
      have he : (fun r : ℝ => E (x + r • rigid (Pi.single a 1)))
          = fun r : ℝ => E x - r * (Q * x.2 a) := by
        funext r
        rw [hadd, h x.1 x.2, smul_dotProduct, single_one_dotProduct, smul_eq_mul]
        ring
      rw [he]
      have h3 := ((hasDerivAt_id' (0 : ℝ)).mul_const (Q * x.2 a)).const_sub (E x)
      rw [one_mul] at h3
      exact h3
    have h4 := h1.unique h2
    rw [zero_smul, add_zero, slope_rigid, single_one_dotProduct] at h4
    rw [Pi.smul_apply, smul_eq_mul]
    linarith
  · intro h u f t
    -- the energy plus the work of the field is constant along the shift
    have hg : ∀ s : ℝ, HasDerivAt
        (fun r : ℝ => E ((u, f) + r • rigid t) + r * (Q * (t ⬝ᵥ f))) 0 s := by
      intro s
      have h1 := (hasDerivAt_path hE (u, f) (rigid t) s).fun_add
        ((hasDerivAt_id' s).mul_const (Q * (t ⬝ᵥ f)))
      refine h1.congr_deriv ?_
      rw [slope_rigid, h, hadd, dotProduct_smul, smul_eq_mul]
      ring
    have hc := is_const_of_deriv_eq_zero (fun s => (hg s).differentiableAt)
      (fun s => (hg s).deriv) 1 0
    have he := hadd (u, f) t 1
    simp only [one_smul] at he
    simp only [one_smul, zero_smul, add_zero, one_mul, zero_mul] at hc
    rw [he] at hc
    linarith

/-- Acoustic sum rule: for a twice continuously differentiable energy obeying the shift
law with charge `Q`, the Born charge matrices of all atoms sum to `Q` times the identity. -/
theorem sum_bornCharge {E : Config ι → ℝ} (hE : ContDiff ℝ 2 E) {Q : ℝ}
    (hQ : ShiftLaw E Q) (x : Config ι) :
    ∑ k, bornCharge E k x = Q • (1 : Matrix (Fin 3) (Fin 3) ℝ) := by
  have net := (shiftLaw_iff_total_force (hE.differentiable (by norm_num)) Q).1 hQ
  ext a b
  have hmove : ∑ k : ι, move k a = rigid (Pi.single a 1) := by
    refine Prod.ext ?_ ?_
    · funext j c
      simp [rigid, move, Prod.fst_sum, Finset.sum_apply, Pi.single_apply, ite_apply]
    · simp [rigid, move, Prod.snd_sum]
  have key : ∀ k, bornCharge E k x a b
      = -(fderiv ℝ (fderiv ℝ E) x (fieldDir b) (move k a)) := fun k =>
    (force_field_derivative hE k x a b).symm.trans
      (fderiv_neg_slope hE x (move k a) (fieldDir b))
  -- the total force is linear in the field
  have hF : (fun y : Config ι => -fderiv ℝ E y (rigid (Pi.single a 1)))
      = fun y => Q * y.2 a := by
    funext y
    rw [slope_rigid, net y, single_one_dotProduct, neg_neg, Pi.smul_apply, smul_eq_mul]
  let L : Config ι →L[ℝ] ℝ :=
    Q • (ContinuousLinearMap.proj (R := ℝ) (φ := fun _ : Fin 3 => ℝ) a).comp
      (ContinuousLinearMap.snd ℝ (ι → Vec) Vec)
  have hL : HasFDerivAt (fun y : Config ι => Q * y.2 a) L x := L.hasFDerivAt
  rw [Matrix.sum_apply, Finset.sum_congr rfl fun k _ => key k, Finset.sum_neg_distrib,
    ← map_sum, hmove, ← fderiv_neg_slope hE, hF, hL.fderiv]
  simp [L, fieldDir, Matrix.one_apply, Pi.single_apply]

/-- If a twice continuously differentiable energy is unchanged by rigid shifts in every
field, as for a neutral system, the Born charge matrices sum to zero. -/
theorem sum_bornCharge_neutral {E : Config ι → ℝ} (hE : ContDiff ℝ 2 E)
    (h : ∀ (u : ι → Vec) (f t : Vec), E (fun k => u k + t, f) = E (u, f))
    (x : Config ι) : ∑ k, bornCharge E k x = 0 := by
  have h0 : ShiftLaw E 0 := fun u f t => by rw [h, zero_mul, sub_zero]
  rw [sum_bornCharge hE h0 x, zero_smul]

/-- Toy energy of two point charges `q₀`, `q₁` in a uniform field, without their mutual Coulomb
interaction, joined by a spring of stiffness `κ` and zero rest length, with an additional dipole
`c |d|² d` that depends on the bond vector `d`. -/
def diatomic (κ c q₀ q₁ : ℝ) (x : Config (Fin 2)) : ℝ :=
  κ / 2 * ((x.1 1 - x.1 0) ⬝ᵥ (x.1 1 - x.1 0))
    - c * ((x.1 1 - x.1 0) ⬝ᵥ (x.1 1 - x.1 0)) * ((x.1 1 - x.1 0) ⬝ᵥ x.2)
    - (q₀ * (x.1 0 ⬝ᵥ x.2) + q₁ * (x.1 1 ⬝ᵥ x.2))

/-- The diatomic energy is twice continuously differentiable and obeys the shift law with
total charge `q₀ + q₁`. -/
theorem diatomic_witness (κ c q₀ q₁ : ℝ) :
    ContDiff ℝ 2 (diatomic κ c q₀ q₁) ∧ ShiftLaw (diatomic κ c q₀ q₁) (q₀ + q₁) := by
  constructor
  · unfold diatomic
    simp only [dotProduct, Fin.sum_univ_three, Pi.sub_apply]
    fun_prop
  · intro u f t
    simp only [diatomic, add_sub_add_right_eq_sub, add_dotProduct]
    ring

end

end BornEffectiveCharges
```

```lean
#print axioms BornEffectiveCharges.sum_bornCharge
-- 'BornEffectiveCharges.sum_bornCharge' depends on axioms: [propext, Classical.choice, Quot.sound]
#print axioms BornEffectiveCharges.sum_bornCharge_neutral
-- 'BornEffectiveCharges.sum_bornCharge_neutral' depends on axioms: [propext, Classical.choice, Quot.sound]
```

## Forces, dipole and Born charges from one energy

The energy $E(u,f)$ depends on the positions $u_k\in\mathbb R^3$ of finitely many atoms and on a uniform electric field $f\in\mathbb R^3$. In Lean the atoms are labelled by a finite type `ι`, and a pair $(u,f)$ is a `Config ι`. With Cartesian indices $a,b$, the definitions are

$$
F_{k,a}=-\frac{\partial E}{\partial u_{k,a}},\qquad
\mu_b=-\frac{\partial E}{\partial f_b},\qquad
Z_k(a,b)=\frac{\partial \mu_b}{\partial u_{k,a}} .
$$

These are `force`, `dipole` and `bornCharge`. The partial derivatives are Fréchet derivatives `fderiv` applied to a unit displacement `move k a` or a unit field change `fieldDir b`. The row index of $Z_k$ is the displacement and the column index is the dipole component.

There are two main statements.

- `force_field_derivative`: if $E$ is twice continuously differentiable, then $\partial F_{k,a}/\partial f_b=Z_k(a,b)$.
- `sum_bornCharge`: if in addition `ShiftLaw E Q` holds, then $\sum_k Z_k=Q\,\mathbb 1$ at every geometry and every field, whether or not the atoms are in equilibrium.

The shift law says that, for every common displacement $t$ of all atoms,

$$
E(u+t,f)=E(u,f)-Q\,t\cdot f .
$$

It stands for a system whose electrons follow the nuclei. Its internal energy does not depend on where it sits, and the field does work $Q\,t\cdot f$ on its total charge $Q$. In the general theorems this law is a hypothesis, not a consequence of an electronic Hamiltonian. With $Q=0$ it becomes invariance under rigid shifts in every field, and `sum_bornCharge_neutral` gives $\sum_k Z_k=0$.

For a finite system in a uniform field whose energy meets these conditions, the same matrices, which enter infrared intensities, can be obtained from forces at small fields or from dipoles at displaced geometries. A wrong sum then points to a broken assumption or a numerical error, such as a fixed real-space grid that spoils translation invariance.

The forces here are exact derivatives of $E$, so an approximate force that omits basis-set terms is not covered. The smoothness hypothesis applies to all configurations. It excludes energy surfaces with a kink at a crossing, and also any energy with bare Coulomb repulsion between nuclei, because that diverges where they coincide. The theorems therefore do not apply directly to the full energy function of a molecule with two or more bare nuclei, even at geometries where the nuclei are well separated. The sum rule by hand needs only a neighbourhood of one configuration, but the theorems are stated for energies smooth everywhere.

## Why the two mixed derivatives agree

Differentiate the force with respect to the field and exchange the order of differentiation:

$$
\frac{\partial F_{k,a}}{\partial f_b}
=-\frac{\partial^2E}{\partial f_b\,\partial u_{k,a}}
=-\frac{\partial^2E}{\partial u_{k,a}\,\partial f_b}
=\frac{\partial\mu_b}{\partial u_{k,a}}
=Z_k(a,b).
$$

The middle step is the symmetry of second derivatives, which holds because $E$ is twice continuously differentiable. No shift law is needed.

In Lean, `fderiv_neg_slope` supplies the outer steps: differentiating minus the slope of $E$ along `v` in the direction `w` gives minus the second derivative along `w` and `v`. Its proof composes the derivative of $E$ with the linear map that evaluates at `v`. In `force_field_derivative` the lemma is used once for the force and once for the dipole, and `hs` is the symmetry that joins the two.

## The total force is the charge times the field

Move all atoms along $t$, with $s$ as the path parameter. The chain rule gives

$$
\frac{d}{ds}E(u+st,f)
=\sum_k\sum_a t_a\frac{\partial E}{\partial u_{k,a}}(u+st,f)
=-t\cdot\sum_kF_k(u+st,f).
$$

Suppose the shift law holds, and take $t=e_a$, the unit vector along axis $a$. Then $E(u+se_a,f)=E(u,f)-sQf_a$, whose derivative at $s=0$ is $-Qf_a$. Comparing the two expressions gives

$$
\sum_kF_{k,a}(u,f)=Qf_a .
$$

Conversely, suppose that the total force is $Qf$ in every configuration. The function $g(s)=E(u+st,f)+sQ\,t\cdot f$ then satisfies

$$
g'(s)=-t\cdot(Qf)+Q\,t\cdot f=0 ,
$$

so $g(1)=g(0)$, which is the shift law.

This equivalence is `shiftLaw_iff_total_force`, and it needs only a differentiable energy. The lemma `slope_rigid` writes a rigid shift as a sum of single-atom displacements and uses linearity, while `hasDerivAt_path` is the chain rule along a straight path. In the forward direction, `h1.unique h2` equates the two derivatives of the same function. In the converse, `is_const_of_deriv_eq_zero` turns $g'=0$ into $g(1)=g(0)$.

## Summing the Born charges

Differentiate the total force with respect to the field and use the first result for each atom:

$$
\sum_kZ_k(a,b)
=\frac{\partial}{\partial f_b}\sum_kF_{k,a}
=\frac{\partial(Qf_a)}{\partial f_b}
=Q\,\delta_{ab}.
$$

The Lean proof of `sum_bornCharge` carries out the same calculation with second derivatives. The local statement `key` writes each Born charge as minus a mixed second derivative. Linearity, through `map_sum` and `hmove`, collects the single-atom displacements into one rigid unit shift. Then `hF` replaces minus the slope along that shift by $Qf_a$, and the linear map `L` provides its derivative, which is $Q\,\delta_{ab}$ along `fieldDir b`.

## A single atom, and a diatomic with changing Born charges

For one atom the sum has a single term, so $Z=Q\,\mathbb 1$ at every position and field. The shift law explains this directly: it gives $E(u,f)=E(0,f)-Q\,u\cdot f$, hence

$$
\mu=Qu-\frac{\partial E(0,f)}{\partial f}.
$$

The atom may be polarisable, but its induced dipole does not depend on where it sits and adds nothing to $Z$. An isolated neutral atom therefore has zero Born charge. With no atoms at all, the shift law forces $Q=0$ and both sides of the sum rule vanish.

With two atoms the individual matrices can depend on geometry. The file's `diatomic` is a toy model that leaves out the Coulomb interaction between its charges. It has charges $q_0,q_1$, bond vector $d=u_1-u_0$, a spring of stiffness $\kappa$ and zero rest length, and an extra dipole of strength $c$:

$$
E=\frac{\kappa}{2}|d|^2-c|d|^2\,d\cdot f-q_0\,u_0\cdot f-q_1\,u_1\cdot f .
$$

For $c\neq0$ and $f\neq0$ this energy has no lower bound as $|d|$ grows, so it illustrates the algebra and is not a realistic molecule. The theorem `diatomic_witness` shows that it is twice continuously differentiable and obeys the shift law with $Q=q_0+q_1$: a rigid shift leaves $d$ unchanged, so only the two point-charge terms respond. Differentiating by hand gives $\mu=q_0u_0+q_1u_1+c|d|^2d$ and

$$
\begin{aligned}
Z_1(a,b)&=q_1\delta_{ab}+c\left(|d|^2\delta_{ab}+2d_ad_b\right),\\
Z_0(a,b)&=q_0\delta_{ab}-c\left(|d|^2\delta_{ab}+2d_ad_b\right).
\end{aligned}
$$

For $c\neq0$ and $d\neq0$ neither matrix is the point charge times the identity, yet the bond contributions cancel and the sum is $(q_0+q_1)\mathbb 1$.
